# Groenewold's obstruction: two commutators give operators for $x^2p^2$ that differ by $\hbar^2/3$

Before matrix elements of a model Hamiltonian with a classical term $\lambda x^2p^2$ can be computed, that term has to be turned into an operator, and the order of the factors has to be chosen. A natural recipe writes the term as a Poisson bracket and replaces the bracket by a commutator divided by $i\hbar$. For one coordinate and its momentum, two ways of doing this give operators that differ by a constant. In such a Hamiltonian the choice shifts every energy level by the same amount and leaves the level spacings alone.

Let $x,p$ be elements of a complex algebra with $[x,p]=i\hbar$ and $\hbar\neq0$, and put
$$A=\tfrac12(x^2p+px^2),\qquad B=\tfrac12(xp^2+p^2x).$$
Classically $\{x^3,p^3\}=9x^2p^2$ and $\{x^2p,xp^2\}=3x^2p^2$. The corresponding operators $C$ and $D$ are defined by $[x^3,p^3]=9i\hbar\,C$ and $[A,B]=3i\hbar\,D$. The claim is that $C-D=-\hbar^2/3$.

## Moving every $p$ to the left

Write $c=i\hbar$. From $xp=px+c$ one gets $xp^n=p^nx+nc\,p^{n-1}$. Applying this once per factor of $x$ gives
$$\begin{aligned}
xp^3&=p^3x+3c\,p^2,\\
x^2p^3&=p^3x^2+6c\,p^2x+6c^2p,\\
x^3p^3&=p^3x^3+9c\,p^2x^2+18c^2px+6c^3.
\end{aligned}$$
Hence $[x^3,p^3]=9c\,p^2x^2+18c^2px+6c^3$.

In the same way $A=px^2+cx$ and $B=p^2x+cp$. The commutator $[A,B]$ has four parts:
$$\begin{aligned}
[px^2,p^2x]&=3c\,p^2x^2+2c^2px, & c[px^2,p]&=2c^2px,\\
c[x,p^2x]&=2c^2px, & c^2[x,p]&=c^3.
\end{aligned}$$
The first uses $x^2p^2=p^2x^2+4c\,px+2c^2$. The sum is $[A,B]=3c\,p^2x^2+6c^2px+c^3$, so
$$[x^3,p^3]-3[A,B]=3c^3.$$
The left side is $9c(C-D)$. Dividing by $9c$ gives $C-D=c^2/3=-\hbar^2/3$, which vanishes quadratically in the classical limit $\hbar\to0$.

For a numerical instance, take $\hbar=1$, $x$ as multiplication by $X$ and $p=-i\,d/dX$, acting on the constant function $1$. This function is not a normalizable state, but it serves to check the algebra. Since $p1=0$,
$$[x^3,p^3]1=-p^3X^3=-6i,\qquad C1=\frac{-6i}{9i}=-\tfrac23.$$
Also $B1=0$, $A1=-iX$ and $B(-iX)=i$, so $[A,B]1=-i$ and $D1=-\tfrac13$. The difference is $-\tfrac13$.

## Can a linear map preserve all the brackets?

Perhaps another assignment of operators would avoid the conflict. Suppose a linear map $Q$ sends the classical coordinates $x_{\mathrm c},p_{\mathrm c}$ to $x,p$ and satisfies $[Qf,Qg]=c\,Q\{f,g\}$ for all polynomials. Suppose also that whatever commutes with $x$ and $p$ is central, meaning that it commutes with everything.

1. $Q(x_{\mathrm c}^2)$ and $x^2$ have the same commutators with $x$ and $p$, namely $0$ and $2cx$. They differ by a central element, as do $Q(p_{\mathrm c}^2)$ and $p^2$.
2. Central elements drop out of commutators, so $4c\,Q(x_{\mathrm c}p_{\mathrm c})=[x^2,p^2]=4cS$ with $S=\tfrac12(xp+px)$.
3. Now $2c\,Q(x_{\mathrm c}^2)=[x^2,S]=2c\,x^2$ and $2c\,Q(p_{\mathrm c}^2)=[S,p^2]=2c\,p^2$. The squares are fixed exactly.
4. The brackets with $x_{\mathrm c}$ and $p_{\mathrm c}$ then fix $Q(x_{\mathrm c}^3)$ and $Q(p_{\mathrm c}^3)$ as $x^3$ and $p^3$ up to central elements.
5. From $[x^3,p^2]=6cA$ and $[x^2,p^3]=6cB$ follow $Q(x_{\mathrm c}^2p_{\mathrm c})=A$ and $Q(x_{\mathrm c}p_{\mathrm c}^2)=B$.
6. The two brackets for $x_{\mathrm c}^2p_{\mathrm c}^2$ make its image equal to both $C$ and $D$, which is impossible when $1\neq0$.

## Commutators and symmetrized products in Lean

Observables are elements of a ring `R` that is also an algebra over `ℂ`. A scalar such as $i\hbar$ enters as a multiple of `1 : R`.

```lean
import Mathlib

open Complex (I)

namespace GroenewoldObstruction

noncomputable section

variable {R : Type*} [Ring R] [Algebra ℂ R]

/-- The commutator `[a, b] = ab - ba`. -/
def comm (a b : R) : R := a * b - b * a
```

The symmetrized products are $S$, $A$ and $B$.

```lean
/-- The symmetrized product `(xp + px)/2`. -/
def symXP (x p : R) : R := (1 / 2 : ℂ) • (x * p + p * x)

/-- The symmetrized product `A = (x²p + px²)/2`. -/
def symA (x p : R) : R := (1 / 2 : ℂ) • (x ^ 2 * p + p * x ^ 2)

/-- The symmetrized product `B = (xp² + p²x)/2`. -/
def symB (x p : R) : R := (1 / 2 : ℂ) • (x * p ^ 2 + p ^ 2 * x)
```

Division by $9c$ becomes cancellation of a nonzero scalar.

```lean
/-- A nonzero complex factor can be cancelled from an equation between vectors. -/
theorem cancel {V : Type*} [AddCommGroup V] [Module ℂ V] {k : ℂ} (hk : k ≠ 0) {u v : V}
    (h : k • u = k • v) : u = v := by
  have := congrArg (fun t => k⁻¹ • t) h
  simpa only [inv_smul_smul₀ hk] using this
```

The next lemma is the rule $xp=px+c$. Its second half applies the rule when another factor `w` stands to the right.

```lean
/-- If `[x, p] = c`, then `x` moves to the right past `p` at the cost of a term `c`. -/
theorem normal_order {x p : R} {c : ℂ} (h : comm x p = c • (1 : R)) :
    x * p = p * x + c • (1 : R) ∧ ∀ w, x * (p * w) = p * (x * w) + c • w := by
  have h1 : x * p = p * x + c • (1 : R) := by
    rw [← h]
    simp only [comm]
    abel
  refine ⟨h1, fun w => ?_⟩
  rw [← mul_assoc, h1, add_mul, smul_mul_assoc, one_mul, mul_assoc]
```

With these rules, `simp only` expands each product and moves the $p$'s left; `module` then compares coefficients. This gives the commutators used in the numbered argument.

```lean
/-- If `[x, p] = c`, these commutators of low degree are `c` times the symmetrized
classical Poisson brackets. -/
theorem low_degree_commutators {x p : R} {c : ℂ} (h : comm x p = c • (1 : R)) :
    comm (x ^ 2) p = (2 * c) • x ∧ comm (p ^ 2) x = -((2 * c) • p) ∧
    comm (x ^ 3) p = (3 * c) • x ^ 2 ∧ comm (p ^ 3) x = -((3 * c) • p ^ 2) ∧
    comm (x ^ 2) (p ^ 2) = (4 * c) • symXP x p ∧
    comm (x ^ 2) (symXP x p) = (2 * c) • x ^ 2 ∧
    comm (symXP x p) (p ^ 2) = (2 * c) • p ^ 2 ∧
    comm (x ^ 3) (p ^ 2) = (6 * c) • symA x p ∧
    comm (x ^ 2) (p ^ 3) = (6 * c) • symB x p := by
  obtain ⟨h1, h2⟩ := normal_order h
  refine ⟨?_, ?_, ?_, ?_, ?_, ?_, ?_, ?_, ?_⟩ <;>
  simp only [comm, symXP, symA, symB, pow_succ, pow_zero, one_mul, mul_one, mul_assoc,
    mul_add, add_mul, smul_mul_assoc, mul_smul_comm, h1, h2] <;>
  module
```

The same method proves the cubic identity, for any complex $c$, including zero.

```lean
/-- If `[x, p] = c`, then `[x³, p³] - 3[A, B] = 3c³`. -/
theorem cubic_identity {x p : R} {c : ℂ} (h : comm x p = c • (1 : R)) :
    comm (x ^ 3) (p ^ 3) - (3 : ℂ) • comm (symA x p) (symB x p) = (3 * c ^ 3) • (1 : R) := by
  obtain ⟨h1, h2⟩ := normal_order h
  simp only [comm, symA, symB, pow_succ, pow_zero, one_mul, mul_one, mul_assoc,
    mul_add, add_mul, smul_mul_assoc, mul_smul_comm, h1, h2]
  module
```

The operators `C` and `D` enter through their defining equations. Here `ħ` may be any nonzero complex number; the physical constant is real and positive. The proof substitutes both equations into the cubic identity and cancels $9i\hbar$.

```lean
/-- Let `[x, p] = iħ` with `ħ ≠ 0`. If `[x³, p³] = 9iħ C` and `[A, B] = 3iħ D`, then
`C` and `D` differ by `-ħ²/3`. -/
theorem discrepancy {x p C D : R} {ħ : ℂ} (hħ : ħ ≠ 0) (h : comm x p = (I * ħ) • (1 : R))
    (hC : comm (x ^ 3) (p ^ 3) = (9 * (I * ħ)) • C)
    (hD : comm (symA x p) (symB x p) = (3 * (I * ħ)) • D) :
    C - D = (-(ħ ^ 2 / 3)) • (1 : R) := by
  have k := cubic_identity h
  rw [hC, hD] at k
  apply cancel (mul_ne_zero (by norm_num) (mul_ne_zero Complex.I_ne_zero hħ) :
    (9 : ℂ) * (I * ħ) ≠ 0)
  calc (9 * (I * ħ)) • (C - D)
      = (9 * (I * ħ)) • C - (3 : ℂ) • (3 * (I * ħ)) • D := by module
    _ = (3 * (I * ħ) ^ 3) • (1 : R) := k
    _ = _ := by
      rw [smul_smul]
      congr 1
      linear_combination (3 * I * ħ ^ 3) * Complex.I_sq
```

Setting $\hbar=1$ and solving for $C$ and $D$ gives the explicit formula.

```lean
/-- If `[x, p] = i`, then `[x³, p³]/(9i) - [A, B]/(3i) = -1/3`. -/
theorem discrepancy_unit {x p : R} (h : comm x p = I • (1 : R)) :
    (1 / (9 * I)) • comm (x ^ 3) (p ^ 3) - (1 / (3 * I)) • comm (symA x p) (symB x p)
      = (-1 / 3 : ℂ) • (1 : R) := by
  have hI : I ≠ 0 := Complex.I_ne_zero
  have h9 : 9 * (I * 1) * (1 / (9 * I)) = 1 := by field_simp
  have h3 : 3 * (I * 1) * (1 / (3 * I)) = 1 := by field_simp
  refine (discrepancy (ħ := 1) one_ne_zero (by rw [mul_one, h])
    (by rw [smul_smul, h9, one_smul]) (by rw [smul_smul, h3, one_smul])).trans ?_
  congr 1
  norm_num
```

## Classical polynomials and the contradiction

Classical observables are complex polynomials in two variables, with index `0` for position and `1` for momentum.

```lean
/-- Classical observables: polynomials in position and momentum. -/
abbrev Phase := MvPolynomial (Fin 2) ℂ

/-- The classical position. -/
def xc : Phase := MvPolynomial.X 0

/-- The classical momentum. -/
def pc : Phase := MvPolynomial.X 1
```

The bracket is built from formal partial derivatives, with the sign convention $\{x_{\mathrm c},p_{\mathrm c}\}=1$.

```lean
/-- The Poisson bracket `{f, g} = ∂f/∂x ∂g/∂p - ∂f/∂p ∂g/∂x`. -/
def poisson (f g : Phase) : Phase :=
  MvPolynomial.pderiv 0 f * MvPolynomial.pderiv 1 g
    - MvPolynomial.pderiv 1 f * MvPolynomial.pderiv 0 g
```

The product rule yields every bracket that the argument needs.

```lean
/-- Poisson brackets of monomials of degree at most three. In particular `x²p²` is both
`{x³, p³}/9` and `{x²p, xp²}/3`. -/
theorem poisson_table :
    (poisson (xc ^ 2) xc = 0 ∧ poisson (pc ^ 2) pc = 0 ∧
      poisson (xc ^ 3) xc = 0 ∧ poisson (pc ^ 3) pc = 0) ∧
    poisson (xc ^ 2) pc = (2 : ℂ) • xc ∧ poisson (pc ^ 2) xc = -((2 : ℂ) • pc) ∧
    poisson (xc ^ 3) pc = (3 : ℂ) • xc ^ 2 ∧ poisson (pc ^ 3) xc = -((3 : ℂ) • pc ^ 2) ∧
    poisson (xc ^ 2) (pc ^ 2) = (4 : ℂ) • (xc * pc) ∧
    poisson (xc ^ 2) (xc * pc) = (2 : ℂ) • xc ^ 2 ∧
    poisson (xc * pc) (pc ^ 2) = (2 : ℂ) • pc ^ 2 ∧
    poisson (xc ^ 3) (pc ^ 2) = (6 : ℂ) • (xc ^ 2 * pc) ∧
    poisson (xc ^ 2) (pc ^ 3) = (6 : ℂ) • (xc * pc ^ 2) ∧
    poisson (xc ^ 3) (pc ^ 3) = (9 : ℂ) • (xc ^ 2 * pc ^ 2) ∧
    poisson (xc ^ 2 * pc) (xc * pc ^ 2) = (3 : ℂ) • (xc ^ 2 * pc ^ 2) := by
  have d1 : MvPolynomial.pderiv 0 xc = 1 := MvPolynomial.pderiv_X_self 0
  have d2 : MvPolynomial.pderiv 1 pc = 1 := MvPolynomial.pderiv_X_self 1
  have d3 : MvPolynomial.pderiv 1 xc = 0 := MvPolynomial.pderiv_X_of_ne (by decide)
  have d4 : MvPolynomial.pderiv 0 pc = 0 := MvPolynomial.pderiv_X_of_ne (by decide)
  refine ⟨⟨?_, ?_, ?_, ?_⟩, ?_, ?_, ?_, ?_, ?_, ?_, ?_, ?_, ?_, ?_, ?_⟩ <;>
  simp only [poisson, pow_succ, pow_zero, one_mul, Derivation.leibniz, d1, d2, d3, d4,
    smul_eq_mul, MvPolynomial.smul_eq_C_mul, map_ofNat] <;>
  ring
```

In the theorem below, `Q` is linear but need not respect products. The canonical relation `h` is postulated. The condition `irr` stands for the absence of independent internal observables: spin matrices would violate it, since they commute with $x$ and $p$ but not with one another. `Nontrivial R` excludes the zero algebra, where $Q=0$ would meet every requirement.

The theorem is purely algebraic and treats one degree of freedom. Hilbert-space versions of Groenewold's theorem must also deal with self-adjointness and the domains of unbounded operators, which play no part here.

In the proof, `same` says that elements with equal commutators with $x$ and $p$ have equal commutators with everything. The facts `x2` and `p2` are step 1, `s` is step 2, and `x2'` and `p2'` are step 3. Then `x3` and `p3` give step 4, and `ha` and `hb` give step 5. Finally `discrepancy` is applied with `C` and `D` both equal to the image of $x_{\mathrm c}^2p_{\mathrm c}^2$, which forces $1=0$.

```lean
/-- Groenewold's theorem: let `[x, p] = iħ`, `ħ ≠ 0`, in a nontrivial algebra where whatever
commutes with `x` and `p` is central. No linear map on classical polynomials sends position
and momentum to `x` and `p` and satisfies `[Q f, Q g] = iħ Q {f, g}` for all `f`, `g`. -/
theorem groenewold [Nontrivial R] {x p : R} {ħ : ℂ} (hħ : ħ ≠ 0)
    (h : comm x p = (I * ħ) • (1 : R))
    (irr : ∀ z : R, comm z x = 0 → comm z p = 0 → ∀ w, comm z w = 0) :
    ¬ ∃ Q : Phase →ₗ[ℂ] R, Q xc = x ∧ Q pc = p ∧
      ∀ f g, comm (Q f) (Q g) = (I * ħ) • Q (poisson f g) := by
  rintro ⟨Q, hx, hp, H⟩
  have hc : I * ħ ≠ 0 := mul_ne_zero Complex.I_ne_zero hħ
  obtain ⟨t1, t2, t3, t4, t5, t6, t7, t8, t9⟩ := low_degree_commutators h
  obtain ⟨⟨z1, z2, z3, z4⟩, b1, b2, b3, b4, b5, b6, b7, b8, b9, b10, b11⟩ := poisson_table
  have self : ∀ (a : R) (n : ℕ), comm (a ^ n) a = 0 := fun a n => by
    simp only [comm, ← pow_succ, ← pow_succ', sub_self]
  -- elements with equal commutators with x and p have equal commutators with everything
  have same : ∀ a b : R, comm a x = comm b x → comm a p = comm b p →
      ∀ w, comm a w = comm b w ∧ comm w a = comm w b := by
    intro a b h1 h2 w
    have s : ∀ v, comm (a - b) v = comm a v - comm b v := fun v => by
      simp only [comm]
      noncomm_ring
    have e := irr (a - b) (by rw [s, h1, sub_self]) (by rw [s, h2, sub_self]) w
    rw [s, sub_eq_zero] at e
    have sw : ∀ u v : R, comm u v = -comm v u := fun u v => by simp only [comm, neg_sub]
    exact ⟨e, by rw [sw w a, sw w b, e]⟩
  -- the squares are fixed up to central elements, then exactly
  have x2 := same (Q (xc ^ 2)) (x ^ 2)
    (by rw [self x 2, ← hx, H, z1, map_zero, smul_zero])
    (by rw [t1, ← hp, H, b1, map_smul, hx]; module)
  have p2 := same (Q (pc ^ 2)) (p ^ 2)
    (by rw [t2, ← hx, H, b2, map_neg, map_smul, hp]; module)
    (by rw [self p 2, ← hp, H, z2, map_zero, smul_zero])
  have s : Q (xc * pc) = symXP x p := by
    have e := H (xc ^ 2) (pc ^ 2)
    rw [(x2 _).1, (p2 _).2, t5, b5, map_smul] at e
    exact cancel (mul_ne_zero (by norm_num) hc : (4 : ℂ) * (I * ħ) ≠ 0) (by rw [e]; module)
  have x2' : Q (xc ^ 2) = x ^ 2 := by
    have e := H (xc ^ 2) (xc * pc)
    rw [(x2 _).1, s, t6, b6, map_smul] at e
    exact cancel (mul_ne_zero (by norm_num) hc : (2 : ℂ) * (I * ħ) ≠ 0) (by rw [e]; module)
  have p2' : Q (pc ^ 2) = p ^ 2 := by
    have e := H (xc * pc) (pc ^ 2)
    rw [(p2 _).2, s, t7, b7, map_smul] at e
    exact cancel (mul_ne_zero (by norm_num) hc : (2 : ℂ) * (I * ħ) ≠ 0) (by rw [e]; module)
  -- the cubes are fixed up to central elements, which gives A and B
  have x3 := same (Q (xc ^ 3)) (x ^ 3)
    (by rw [self x 3, ← hx, H, z3, map_zero, smul_zero])
    (by rw [t3, ← hp, H, b3, map_smul, x2']; module)
  have p3 := same (Q (pc ^ 3)) (p ^ 3)
    (by rw [t4, ← hx, H, b4, map_neg, map_smul, p2']; module)
    (by rw [self p 3, ← hp, H, z4, map_zero, smul_zero])
  have ha : Q (xc ^ 2 * pc) = symA x p := by
    have e := H (xc ^ 3) (pc ^ 2)
    rw [(x3 _).1, p2', t8, b8, map_smul] at e
    exact cancel (mul_ne_zero (by norm_num) hc : (6 : ℂ) * (I * ħ) ≠ 0) (by rw [e]; module)
  have hb : Q (xc * pc ^ 2) = symB x p := by
    have e := H (xc ^ 2) (pc ^ 3)
    rw [x2', (p3 _).2, t9, b9, map_smul] at e
    exact cancel (mul_ne_zero (by norm_num) hc : (6 : ℂ) * (I * ħ) ≠ 0) (by rw [e]; module)
  -- the two expressions for x²p² now disagree
  have e1 := H (xc ^ 3) (pc ^ 3)
  rw [(x3 _).1, (p3 _).2, b10, map_smul] at e1
  have e2 := H (xc ^ 2 * pc) (xc * pc ^ 2)
  rw [ha, hb, b11, map_smul] at e2
  have d := discrepancy (C := Q (xc ^ 2 * pc ^ 2)) (D := Q (xc ^ 2 * pc ^ 2)) hħ h
    (by rw [e1]; module) (by rw [e2]; module)
  have hk : -(ħ ^ 2 / 3) ≠ 0 := neg_ne_zero.mpr (div_ne_zero (pow_ne_zero 2 hħ) (by norm_num))
  exact one_ne_zero (cancel hk (by rw [smul_zero, ← d, sub_self]) : (1 : R) = 0)
```

## Operators on polynomials

The assumptions on $x$ and $p$ are met by the usual differential operators on polynomials in one variable. Nonzero polynomials are not square-integrable on the line, so they are not physical states; their space serves here as an algebraic model. This space is infinite-dimensional, as it has to be: a commutator of finite matrices has trace zero, while $i\hbar$ times a nonempty identity matrix does not. Matrices in a truncated basis therefore cannot satisfy the canonical relation. With the first $N$ harmonic-oscillator states, for example, the last diagonal entry of $[x,p]$ is $-(N-1)i\hbar$ instead of $i\hbar$.

```lean
/-- Position as multiplication by the variable, on polynomials. -/
def position : Module.End ℂ (Polynomial ℂ) := LinearMap.mulLeft ℂ Polynomial.X

/-- Momentum as `-iħ d/dx`, on polynomials. -/
def momentum (ħ : ℂ) : Module.End ℂ (Polynomial ℂ) := (-(I * ħ)) • Polynomial.derivative
```

The commutation relation is the product rule for $d/dX$. For the second part, let $z$ commute with both operators. Then $z1$ has zero derivative, so it is a constant $a$. Commuting with position gives $zX^n=aX^n$ by induction, and linearity makes $z$ multiplication by $a$, which commutes with every linear operator.

```lean
/-- For `ħ ≠ 0`, position and momentum on polynomials satisfy `[x, p] = iħ`, and every
operator commuting with both is central. -/
theorem groenewold_witness {ħ : ℂ} (hħ : ħ ≠ 0) :
    comm position (momentum ħ) = (I * ħ) • (1 : Module.End ℂ (Polynomial ℂ)) ∧
    ∀ z : Module.End ℂ (Polynomial ℂ), comm z position = 0 → comm z (momentum ħ) = 0 →
      ∀ w, comm z w = 0 := by
  constructor
  · refine LinearMap.ext fun f => ?_
    show Polynomial.X * ((-(I * ħ)) • Polynomial.derivative f)
      - (-(I * ħ)) • Polynomial.derivative (Polynomial.X * f) = (I * ħ) • f
    rw [Polynomial.derivative_mul, Polynomial.derivative_X, one_mul, mul_smul_comm]
    module
  · intro z h1 h2 w
    have hX : ∀ f, z (Polynomial.X * f) = Polynomial.X * z f := fun f =>
      sub_eq_zero.mp (LinearMap.congr_fun h1 f)
    -- z maps the constant 1 to a constant a
    have hD : Polynomial.derivative (z 1) = 0 := by
      have e : z ((-(I * ħ)) • Polynomial.derivative (1 : Polynomial ℂ))
          = (-(I * ħ)) • Polynomial.derivative (z 1) :=
        sub_eq_zero.mp (LinearMap.congr_fun h2 1)
      rw [Polynomial.derivative_one, smul_zero, map_zero] at e
      exact cancel (neg_ne_zero.mpr (mul_ne_zero Complex.I_ne_zero hħ))
        (by rw [← e, smul_zero])
    obtain ⟨a, ha⟩ : ∃ a : ℂ, z 1 = Polynomial.C a :=
      ⟨_, Polynomial.eq_C_of_natDegree_eq_zero
        (Polynomial.derivative_eq_zero.mp hD)⟩
    have hpow : ∀ n : ℕ, z (Polynomial.X ^ n) = a • Polynomial.X ^ n := by
      intro n
      induction n with
      | zero => rw [pow_zero, ha, Polynomial.smul_eq_C_mul, mul_one]
      | succ n ih => rw [pow_succ', hX, ih, mul_smul_comm]
    -- hence z is multiplication by a
    have hz : ∀ f, z f = a • f := by
      intro f
      refine Polynomial.induction_on' f (fun f g hf hg => ?_) (fun n b => ?_)
      · rw [map_add, hf, hg, smul_add]
      · rw [← Polynomial.C_mul_X_pow_eq_monomial, ← Polynomial.smul_eq_C_mul, map_smul,
          hpow, smul_comm]
    refine LinearMap.ext fun f => ?_
    show z (w f) - w (z f) = 0
    rw [hz (w f), hz f, map_smul, sub_self]

end

end GroenewoldObstruction
```

```lean
#print axioms GroenewoldObstruction.discrepancy_unit
#print axioms GroenewoldObstruction.groenewold
```

```
'GroenewoldObstruction.discrepancy_unit' depends on axioms: [propext, Classical.choice, Quot.sound]
'GroenewoldObstruction.groenewold' depends on axioms: [propext, Classical.choice, Quot.sound]
```
